# One-dimensional Guyer–Krumhansl equations with positive coefficients have plane waves of real wave number that oscillate in time exactly when $\nu < c^2 t_R$

A heat pulse in a cold, clean crystal can travel as a damped wave, called second sound, instead of spreading by diffusion. Scattering that destroys phonon momentum works against the wave, and so does the viscosity of the phonon flow. Which materials and which wavelengths still allow oscillation?

In one dimension, let $e(x,t)$ be the energy density and $q(x,t)$ the heat flux. The linear Guyer–Krumhansl equations are

$$e_t + q_x = 0,\qquad q_t + c^2 e_x = -\frac{q}{t_R} + \nu q_{xx}.$$

The resistive time $t_R$ stands for scattering that relaxes the flux, such as Umklapp and impurity scattering. The coefficient $\nu$ stands for the viscosity of the phonon flow. The speed $c$ is that of the undamped wave; for a single isotropic phonon speed $v$ in three dimensions, $c^2 = v^2/3$. All three coefficients are positive constants.

For a plane wave $\exp(i(kx - wt))$ with real $k$ and complex $w$, define $G = 1/t_R + \nu k^2$. Then:

- a nonzero plane wave exists if and only if $w^2 + iGw = c^2k^2$;
- for $k>0$, such a wave oscillates in time, meaning $\operatorname{Re} w \neq 0$, if and only if $G < 2ck$;
- some $k>0$ satisfies this if and only if $\nu < c^2 t_R$; when $c^2 = v^2/3$, this condition is $3\nu < v^2 t_R$.

## Checking a heat-pulse solver one wave number at a time

A code that steps these linear, constant-coefficient equations in a periodic box can be started from one Fourier component and compared with the roots $w$. If $\nu \ge c^2 t_R$, no component of the continuous equations oscillates, so sustained ringing points to the discretisation or to a wrong coefficient.

If $\nu < c^2 t_R$, the positive wave numbers that oscillate fill an open window centred at $c/\nu$, and the negative ones fill its mirror image. A box of length $L$ contains only $k = 2\pi n/L$ with integer $n$, and these may all miss both windows. The absence of ringing in a small box therefore does not show that $\nu \ge c^2 t_R$.

The sign convention also matters. With $\exp(i(kx-wt))$, decay means $\operatorname{Im} w < 0$; a code that uses $\exp(+iwt)$ has the opposite sign.

## From the field equations to the window in $k$

Insert $e = E\exp(i(kx-wt))$ and $q = Q\exp(i(kx-wt))$. An $x$-derivative multiplies by $ik$ and a $t$-derivative by $-iw$, so

$$-iwE + ikQ = 0,\qquad -iwQ + ic^2kE = -GQ.$$

Multiplying the first equation by $i$ and the second by $-i$ gives

$$wE = kQ,\qquad c^2kE = (w+iG)Q.$$

Eliminating either amplitude yields

$$w(w+iG)E = k(w+iG)Q = c^2k^2E,\qquad w(w+iG)Q = c^2k\,wE = c^2k^2Q.$$

At least one amplitude is nonzero and can be cancelled, which leaves $w^2+iGw=c^2k^2$. Conversely, if this relation holds, then $E=k$, $Q=w$ solves both amplitude equations. When $k=w=0$ this choice vanishes, and $E=1$, $Q=0$ serves instead: a uniform energy density with no flux.

Completing the square gives

$$\left(w+\frac{iG}{2}\right)^2 = c^2k^2-\frac{G^2}{4}.$$

Every complex number has a square root, so every real $k$ has a mode.

Now write $w=a+ib$ with $a,b$ real. The imaginary and real parts of the dispersion relation are

$$a(2b+G)=0,\qquad a^2-b^2-Gb=c^2k^2.$$

Let $k>0$. If $a\ne0$, then $b=-G/2$ and $a^2=c^2k^2-G^2/4>0$; since $G$ and $2ck$ are positive, $G<2ck$. If $a=0$, then $(2b+G)^2=G^2-4c^2k^2\ge0$, so $G\ge2ck$. This proves the oscillation criterion.

Every mode with $k>0$ also decays. If $b\ge0$, then $2b+G>0$ forces $a=0$, and the second equation becomes $-b^2-Gb=c^2k^2$. Its left side is at most zero and its right side is positive, a contradiction.

Finally, multiply $G<2ck$ by $t_R\nu>0$ and complete the square in $k$:

$$\nu+t_R\nu^2k^2<2ct_R\nu k
\quad\Longleftrightarrow\quad
t_R(\nu k-c)^2<c^2t_R-\nu.$$

The left side is nonnegative, so a solution requires $\nu<c^2t_R$. When that holds, $k=c/\nu$ makes the left side zero and is a solution. Putting $c=v/\sqrt3$ gives $3\nu<v^2t_R$.

## The Lean file

```lean
import Mathlib

open Complex (I)

namespace GuyerKrumhansl

noncomputable section

/-- The fields `e` (energy density) and `q` (heat flux), functions of `x` and `t`, solve
`e_t + q_x = 0` and `tR (q_t + c² e_x - nu q_xx) = -q`, all these derivatives existing. -/
def IsSolution (c tR nu : ℝ) (e q : ℝ → ℝ → ℂ) : Prop :=
  ∃ et ex qt qx qxx : ℝ → ℝ → ℂ, ∀ x t : ℝ,
    HasDerivAt (fun s => e x s) (et x t) t ∧
    HasDerivAt (fun y => e y t) (ex x t) x ∧
    HasDerivAt (fun s => q x s) (qt x t) t ∧
    HasDerivAt (fun y => q y t) (qx x t) x ∧
    HasDerivAt (fun y => qx y t) (qxx x t) x ∧
    et x t + qx x t = 0 ∧
    (tR : ℂ) * (qt x t + (c : ℂ) ^ 2 * ex x t - (nu : ℂ) * qxx x t) = -q x t

/-- The plane wave `A exp(i(kx - wt))` with real wave number and complex frequency. -/
def planeWave (A w : ℂ) (k x t : ℝ) : ℂ :=
  A * Complex.exp (I * ((k : ℂ) * (x : ℂ) - w * (t : ℂ)))

/-- The damping rate `G = 1/tR + nu k²` of the heat flux at wave number `k`, for `tR ≠ 0`. -/
def dampingRate (tR nu k : ℝ) : ℝ := 1 / tR + nu * k ^ 2

/-- There is a plane-wave solution with wave number `k` and frequency `w` whose
energy and flux amplitudes are not both zero. -/
def IsMode (c tR nu k : ℝ) (w : ℂ) : Prop :=
  ∃ E Q : ℂ, (E ≠ 0 ∨ Q ≠ 0) ∧ IsSolution c tR nu (planeWave E w k) (planeWave Q w k)

/-- On a plane wave, `∂/∂x` multiplies the amplitude by `ik` and `∂/∂t` by `-iw`. -/
theorem planeWave_hasDerivAt (A w : ℂ) (k x t : ℝ) :
    HasDerivAt (fun y => planeWave A w k y t) (planeWave (I * k * A) w k x t) x ∧
    HasDerivAt (fun s => planeWave A w k x s) (planeWave (-(I * w) * A) w k x t) t := by
  have h0 : ∀ z : ℝ, HasDerivAt (fun y : ℝ => (y : ℂ)) 1 z := fun z => by
    simpa using (hasDerivAt_id z).ofReal_comp
  unfold planeWave
  constructor
  · have h : HasDerivAt (fun y : ℝ => I * ((k : ℂ) * (y : ℂ) - w * (t : ℂ))) (I * k) x :=
      ((((h0 x).const_mul (k : ℂ)).sub_const (w * (t : ℂ))).const_mul I).congr_deriv (by ring)
    exact (h.cexp.const_mul A).congr_deriv (by ring)
  · have h : HasDerivAt (fun s : ℝ => I * ((k : ℂ) * (x : ℂ) - w * (s : ℂ))) (-(I * w)) t :=
      ((((h0 t).const_mul w).const_sub ((k : ℂ) * (x : ℂ))).const_mul I).congr_deriv (by ring)
    exact (h.cexp.const_mul A).congr_deriv (by ring)

/-- For `tR ≠ 0`, plane waves solve the field equations exactly when their amplitudes
satisfy `w E = k Q` and `c² k E = (w + iG) Q`. -/
theorem isSolution_planeWave_iff {c tR nu k : ℝ} (htR : tR ≠ 0) (E Q w : ℂ) :
    IsSolution c tR nu (planeWave E w k) (planeWave Q w k) ↔
      w * E = k * Q ∧ (c : ℂ) ^ 2 * k * E = (w + I * (dampingRate tR nu k : ℂ)) * Q := by
  have hT0 : (tR : ℂ) ≠ 0 := Complex.ofReal_ne_zero.2 htR
  have hT : (tR : ℂ) * (tR : ℂ)⁻¹ = 1 := mul_inv_cancel₀ hT0
  have hG : (dampingRate tR nu k : ℂ) = (tR : ℂ)⁻¹ + (nu : ℂ) * (k : ℂ) ^ 2 := by
    simp [dampingRate]
  have hz : ∀ A : ℂ, planeWave A w k 0 0 = A := fun A => by simp [planeWave]
  rw [hG]
  constructor
  · rintro ⟨et, ex, qt, qx, qxx, h⟩
    -- derivatives are unique, so the equations can be read off at the origin
    have hqx : ∀ y, qx y 0 = planeWave (I * k * Q) w k y 0 := fun y =>
      (h y 0).2.2.2.1.unique (planeWave_hasDerivAt Q w k y 0).1
    obtain ⟨a1, a2, a3, -, a5, b1, b2⟩ := h 0 0
    simp only [hqx] at a5
    rw [a1.unique (planeWave_hasDerivAt E w k 0 0).2, hqx 0, hz, hz] at b1
    rw [a3.unique (planeWave_hasDerivAt Q w k 0 0).2,
      a2.unique (planeWave_hasDerivAt E w k 0 0).1,
      a5.unique (planeWave_hasDerivAt (I * k * Q) w k 0 0).1, hz, hz, hz, hz] at b2
    constructor
    · linear_combination I * b1 + (w * E - k * Q) * Complex.I_sq
    · apply mul_left_cancel₀ hT0
      linear_combination (-I) * b2 - I * Q * hT +
        tR * ((c : ℂ) ^ 2 * k * E - w * Q - I * nu * (k : ℂ) ^ 2 * Q) * Complex.I_sq
  · rintro ⟨h1, h2⟩
    refine ⟨planeWave (-(I * w) * E) w k, planeWave (I * k * E) w k,
      planeWave (-(I * w) * Q) w k, planeWave (I * k * Q) w k,
      planeWave (I * k * (I * k * Q)) w k, fun x t =>
      ⟨(planeWave_hasDerivAt E w k x t).2, (planeWave_hasDerivAt E w k x t).1,
        (planeWave_hasDerivAt Q w k x t).2, (planeWave_hasDerivAt Q w k x t).1,
        (planeWave_hasDerivAt (I * k * Q) w k x t).1, ?_, ?_⟩⟩
    · simp only [planeWave]
      generalize Complex.exp (I * ((k : ℂ) * (x : ℂ) - w * (t : ℂ))) = X
      linear_combination (-I * X) * h1
    · simp only [planeWave]
      generalize Complex.exp (I * ((k : ℂ) * (x : ℂ) - w * (t : ℂ))) = X
      linear_combination (I * X * tR) * h2 + X * Q * tR * (tR : ℂ)⁻¹ * Complex.I_sq - X * Q * hT

/-- Dispersion relation: for `tR ≠ 0`, a nonzero plane wave with wave number `k` and
frequency `w` exists if and only if `w² + iGw = c²k²`. -/
theorem isMode_iff_dispersion {c tR nu k : ℝ} (htR : tR ≠ 0) (w : ℂ) :
    IsMode c tR nu k w ↔
      w ^ 2 + I * (dampingRate tR nu k : ℂ) * w = (c : ℂ) ^ 2 * (k : ℂ) ^ 2 := by
  simp only [IsMode, isSolution_planeWave_iff htR]
  constructor
  · rintro ⟨E, Q, hne, h1, h2⟩
    -- the determinant annihilates both amplitudes
    rcases hne with hE | hQ
    · apply mul_right_cancel₀ hE
      linear_combination (w + I * (dampingRate tR nu k : ℂ)) * h1 - k * h2
    · apply mul_right_cancel₀ hQ
      linear_combination (c : ℂ) ^ 2 * k * h1 - w * h2
  · intro h
    by_cases hw : w = 0
    · by_cases hk : (k : ℂ) = 0
      · exact ⟨1, 0, Or.inl one_ne_zero, by simp [hw], by simp [hk]⟩
      · exact ⟨k, w, Or.inl hk, by ring, by linear_combination -h⟩
    · exact ⟨k, w, Or.inr hw, by ring, by linear_combination -h⟩

/-- For `tR ≠ 0`, every real wave number carries at least one plane-wave mode. -/
theorem exists_mode {tR : ℝ} (htR : tR ≠ 0) (c nu k : ℝ) : ∃ w, IsMode c tR nu k w := by
  obtain ⟨z, hz⟩ := IsAlgClosed.exists_pow_nat_eq
    ((c : ℂ) ^ 2 * (k : ℂ) ^ 2 - (dampingRate tR nu k : ℂ) ^ 2 / 4) (n := 2) (by norm_num)
  refine ⟨z - I * (dampingRate tR nu k : ℂ) / 2, (isMode_iff_dispersion htR _).2 ?_⟩
  linear_combination hz - (dampingRate tR nu k : ℂ) ^ 2 / 4 * Complex.I_sq

/-- Imaginary and real parts of the dispersion relation of a mode, for `tR ≠ 0`. -/
theorem mode_re_im {c tR nu k : ℝ} {w : ℂ} (htR : tR ≠ 0) (h : IsMode c tR nu k w) :
    w.re * (2 * w.im + dampingRate tR nu k) = 0 ∧
      w.re ^ 2 - w.im ^ 2 - dampingRate tR nu k * w.im = c ^ 2 * k ^ 2 := by
  have hd := (isMode_iff_dispersion htR w).1 h
  have hr := congrArg Complex.re hd
  have hi := congrArg Complex.im hd
  simp [pow_two] at hr hi
  exact ⟨by linear_combination hi, by linear_combination hr⟩

/-- For positive `c`, `tR`, `nu` and `k`, the frequency of a mode has nonzero real part
if and only if `G < 2ck`. -/
theorem mode_propagates_iff {c tR nu k : ℝ} {w : ℂ} (hc : 0 < c) (htR : 0 < tR)
    (hnu : 0 < nu) (hk : 0 < k) (h : IsMode c tR nu k w) :
    w.re ≠ 0 ↔ dampingRate tR nu k < 2 * c * k := by
  obtain ⟨h1, h2⟩ := mode_re_im htR.ne' h
  have hG : 0 < dampingRate tR nu k := by unfold dampingRate; positivity
  have hck : 0 ≤ 2 * c * k := by positivity
  constructor
  · intro ha
    have hb := (mul_eq_zero.1 h1).resolve_left ha
    have him : w.im = -dampingRate tR nu k / 2 := by linarith
    have hpos : 0 < w.re ^ 2 := by positivity
    rw [him] at h2
    by_contra hn
    nlinarith [mul_self_le_mul_self hck (not_lt.1 hn)]
  · intro hlt ha
    rw [ha] at h2
    nlinarith [sq_nonneg (2 * w.im + dampingRate tR nu k), mul_self_lt_mul_self hG.le hlt]

/-- For positive `c`, `tR`, `nu` and `k`, every mode decays in time: `Im w < 0`. -/
theorem mode_decays {c tR nu k : ℝ} {w : ℂ} (hc : 0 < c) (htR : 0 < tR)
    (hnu : 0 < nu) (hk : 0 < k) (h : IsMode c tR nu k w) : w.im < 0 := by
  obtain ⟨h1, h2⟩ := mode_re_im htR.ne' h
  have hG : 0 < dampingRate tR nu k := by unfold dampingRate; positivity
  have hck : 0 < c ^ 2 * k ^ 2 := by positivity
  by_contra hn
  have him : 0 ≤ w.im := not_lt.1 hn
  have hre : w.re = 0 := (mul_eq_zero.1 h1).resolve_right (by linarith)
  rw [hre] at h2
  nlinarith [mul_nonneg hG.le him, sq_nonneg w.im]

/-- For positive `tR` and `nu`, `G < 2ck` holds if and only if `tR (nu k - c)² < c² tR - nu`. This
is a window of `k` centred at `c/nu`, empty when `c² tR ≤ nu`. -/
theorem window_iff {tR nu : ℝ} (htR : 0 < tR) (hnu : 0 < nu) (c k : ℝ) :
    dampingRate tR nu k < 2 * c * k ↔ tR * (nu * k - c) ^ 2 < c ^ 2 * tR - nu := by
  have hT : tR * (1 / tR) = 1 := mul_one_div_cancel htR.ne'
  have e : tR * nu * (dampingRate tR nu k - 2 * c * k) =
      tR * (nu * k - c) ^ 2 - (c ^ 2 * tR - nu) := by
    unfold dampingRate
    linear_combination nu * hT
  have hp : 0 < tR * nu := mul_pos htR hnu
  constructor
  · intro h
    have := mul_pos hp (sub_pos.2 h)
    linarith
  · intro h
    by_contra hn
    have := mul_nonneg hp.le (sub_nonneg.2 (not_lt.1 hn))
    linarith

/-- For positive `c`, `tR` and `nu`, a mode with `k > 0` and nonzero real frequency part
exists if and only if `nu < c² tR`. -/
theorem second_sound_exists_iff {c tR nu : ℝ} (hc : 0 < c) (htR : 0 < tR) (hnu : 0 < nu) :
    (∃ k : ℝ, 0 < k ∧ ∃ w : ℂ, IsMode c tR nu k w ∧ w.re ≠ 0) ↔ nu < c ^ 2 * tR := by
  constructor
  · rintro ⟨k, hk, w, hw, hre⟩
    have h := (window_iff htR hnu c k).1 ((mode_propagates_iff hc htR hnu hk hw).1 hre)
    have := mul_nonneg htR.le (sq_nonneg (nu * k - c))
    linarith
  · intro h
    -- the centre of the window is the most favourable wave number
    have hk : 0 < c / nu := div_pos hc hnu
    have hcen : nu * (c / nu) = c := by field_simp
    obtain ⟨w, hw⟩ := exists_mode htR.ne' c nu (c / nu)
    refine ⟨c / nu, hk, w, hw, (mode_propagates_iff hc htR hnu hk hw).2 ?_⟩
    rw [window_iff htR hnu, hcen, sub_self]
    linarith

/-- With `c = v/√3` and positive `v`, `tR` and `nu`, a mode with `k > 0` and nonzero real
frequency part exists if and only if `3 nu < v² tR`. -/
theorem second_sound_exists_iff_phonon_speed {v tR nu : ℝ} (hv : 0 < v) (htR : 0 < tR)
    (hnu : 0 < nu) :
    (∃ k : ℝ, 0 < k ∧ ∃ w : ℂ, IsMode (v / √3) tR nu k w ∧ w.re ≠ 0) ↔
      3 * nu < v ^ 2 * tR := by
  have hs : (0 : ℝ) < √3 := Real.sqrt_pos.2 (by norm_num)
  rw [second_sound_exists_iff (div_pos hv hs) htR hnu, div_pow,
    Real.sq_sqrt (by norm_num : (0 : ℝ) ≤ 3)]
  constructor <;> intro h <;> linarith

end

end GuyerKrumhansl
```

```lean
#print axioms GuyerKrumhansl.isSolution_planeWave_iff
#print axioms GuyerKrumhansl.mode_decays
#print axioms GuyerKrumhansl.second_sound_exists_iff_phonon_speed
```

```
'GuyerKrumhansl.isSolution_planeWave_iff' depends on axioms: [propext, Classical.choice, Quot.sound]
'GuyerKrumhansl.mode_decays' depends on axioms: [propext, Classical.choice, Quot.sound]
'GuyerKrumhansl.second_sound_exists_iff_phonon_speed' depends on axioms: [propext, Classical.choice, Quot.sound]
```

## What the Lean statements say about the fields

`IsSolution` takes complex fields on all real $x$ and $t$. It requires functions `et`, `ex`, `qt`, `qx` and `qxx` that are the actual derivatives, as expressed by `HasDerivAt`, and that satisfy both equations everywhere. The flux equation is multiplied by `tR`, which leaves it equivalent to the usual form when `tR ≠ 0`.

`planeWave` fixes the sign convention, and `dampingRate` is $G$, the coefficient of $-q$ in the flux equation for a plane wave. It is not the decay rate of the wave itself: when the wave oscillates, $\operatorname{Im} w = -G/2$, so its amplitude decays at the rate $G/2$. `IsMode c tR nu k w` says that amplitudes $E$ and $Q$, not both zero, give plane waves solving the equations. The dispersion relation, `isMode_iff_dispersion`, needs only `tR ≠ 0`. The criterion `mode_propagates_iff` and the decay result `mode_decays` apply to every mode at a given $k>0$, with all coefficients positive.

In `second_sound_exists_iff`, "second sound" means only $\operatorname{Re}w\ne0$ for some $k>0$. It does not promise a visible pulse, since the oscillation may be heavily damped. The last theorem replaces $c$ by `v / √3`; the relation between the two speeds is an input, not derived from phonon kinetics.

The statements concern real $k$ and complex $w$, as in free decay from an initial profile. A boundary heated at a fixed real frequency calls for complex $k$ and is not covered. Nor are boundary conditions, general initial data, nonlinear terms or the error of a numerical scheme.

## How the lemmas carry the calculation

`planeWave_hasDerivAt` is the chain rule for the exponential. `isSolution_planeWave_iff` turns the field equations into the two amplitude equations. In the forward direction, uniqueness of derivatives identifies the supplied functions with the plane-wave derivatives, and the equations are read at the origin, where the exponential is 1. In the reverse direction, the derivatives are written down explicitly and the common exponential is treated as a single factor `X`.

`isMode_iff_dispersion` performs the elimination: `linear_combination` combines the amplitude equations, and `mul_right_cancel₀` removes the nonzero amplitude. Its converse uses the amplitudes $(k,w)$, or $(1,0)$ when both vanish. `exists_mode` completes the square and takes the complex square root from `IsAlgClosed.exists_pow_nat_eq`.

`mode_re_im` separates the real and imaginary parts. `mode_propagates_iff` then follows the two cases $a\ne0$ and $a=0$, with `nlinarith` comparing the squares of $G$ and $2ck$. `mode_decays` is the contradiction from $b\ge0$.

In `window_iff`, the identity `e` is the completed square multiplied out, and the positive factor `tR * nu` preserves the inequality. `second_sound_exists_iff` uses the nonnegative square in one direction and, in the other, a mode at `c / nu`. The comment in the code calls this wave number the most favourable because it makes $2ck-G$ largest. The ratio $|\operatorname{Re}w|/|\operatorname{Im}w|$, which measures how clearly the wave oscillates before it decays, is largest at $k=1/\sqrt{\nu t_R}$ instead. `second_sound_exists_iff_phonon_speed` substitutes the speed and clears the factor 3.

## What changes at negative and zero wave numbers

Take $c=t_R=1$, $\nu=1/5$ and $k=-1$. Then $G=6/5$, and the roots are $w=\pm4/5-3i/5$. The wave oscillates, yet $G<2ck=-2$ is false. A code that loops over negative wave numbers should therefore test $G<2c|k|$.

Every mode with $k<0$ still decays, because the dispersion relation contains only $k^2$. At $k=0$ the decay statement fails: $w=0$ is a mode with $E=1$ and $Q=0$, because the total energy is conserved.
